# The singlet fraction of 2n spins 1/2 falls off as n^(−3/2)/√π

A multiplet of total spin S is a set of 2S + 1 states that rotations mix among themselves, and a singlet is a multiplet with S = 0. A system of 2n spins 1/2 has 2^(2n) = 4^n independent states, and the question is what fraction of them are singlets when n is large. Let m(N, k) be the number of independent multiplets of total spin k/2 among N spins 1/2. The second argument is twice the spin, so that half-integer spins are also labelled by natural numbers. For 2n spins the total spin is an integer, written j here where many textbooks write S, and its multiplets number m(2n, 2j). The binomial coefficient is C(N, u), which is zero for u > N.

```lean
import Mathlib

open Filter Topology Real

namespace SpinHalfSinglets
```

## Counting by successive coupling

Adding a spin 1/2 to a system of spin S > 0 gives spin S + 1/2 and spin S − 1/2, once each. Adding it to spin zero gives only spin 1/2. Hence

m(N+1, 0) = m(N, 1),

m(N+1, k+1) = m(N, k) + m(N, k+2),

starting from m(0, 0) = 1 and m(0, k) = 0 for k > 0. Two spins give m(2, 0) = 1 and m(2, 2) = 1, the familiar singlet and triplet.

The definition `multiplets` is this recursion. It contains no Hilbert space and no spin operators. The step from it to real spins is the angular momentum addition rule just quoted, which is put in by definition.

```lean
/-- The number of ways to couple `N` spins 1/2, one after another, to total spin `k/2`.
Each added spin raises or lowers the total spin by 1/2; spin zero can only be raised. -/
def multiplets : ℕ → ℕ → ℕ
  | 0, 0 => 1
  | 0, _ + 1 => 0
  | N + 1, 0 => multiplets N 1
  | N + 1, k + 1 => multiplets N k + multiplets N (k + 2)
```

## Multiplets as a difference of binomials

The top state of a multiplet of spin k/2 has magnetic quantum number k/2, so u of the N spins point up, with N + k = 2u. There are C(N, u) product states with this magnetic quantum number, and every multiplet of spin k/2 or more supplies one state to their span. Subtracting the count for the next higher magnetic quantum number leaves

m(N, k) = C(N, u) − C(N, u+1).

The proof is by induction on N. For N = 0 both sides are 1 if k = 0, and 0 otherwise. For N + 1 spins write u = v + 1. If the spin is (k+1)/2, the recursion gives

m(N+1, k+1) = [C(N, v) − C(N, v+1)] + [C(N, v+1) − C(N, v+2)] = C(N, v) − C(N, v+2),

and Pascal's rule turns C(N+1, v+1) − C(N+1, v+2) into the same expression. If the spin is zero, then N = 2v + 1 and the recursion gives C(N, v+1) − C(N, v+2). This agrees as well, because C(N, v) = C(N, v+1) by reflection of all spins.

In Lean, `p1` and `p2` are Pascal's rule, `s` is the reflection, and `i`, `i1`, `i2` are the induction hypotheses. The equation is stated in the integers, where subtraction has its usual meaning.

The formula fails if u is left unrelated to N and k. For N = 1, k = 0, u = 1 the right side is 1, but a single spin 1/2 has no singlet.

```lean
/-- If `u` of `N` spins point up in the top state of a multiplet of spin `k/2`, so that
`N + k = 2u`, the number of such multiplets is `binom(N,u) - binom(N,u+1)`. -/
theorem multiplets_eq (N k u : ℕ) (h : N + k = 2 * u) :
    (multiplets N k : ℤ) = N.choose u - N.choose (u + 1) := by
  induction N generalizing k u with
  | zero =>
    cases k with
    | zero =>
      obtain rfl : u = 0 := by omega
      simp [multiplets]
    | succ k =>
      obtain ⟨v, rfl⟩ : ∃ v, u = v + 1 := ⟨u - 1, by omega⟩
      simp [multiplets]
  | succ N ih =>
    obtain ⟨v, rfl⟩ : ∃ v, u = v + 1 := ⟨u - 1, by omega⟩
    have p1 := Nat.choose_succ_succ' N v
    have p2 := Nat.choose_succ_succ' N (v + 1)
    cases k with
    | zero =>
      -- reflection of all spins exchanges the two central binomials
      have s : N.choose v = N.choose (v + 1) := Nat.choose_symm_of_eq_add (by omega)
      have i := ih 1 (v + 1) (by omega)
      rw [multiplets, i, p1, p2, s]
      push_cast
      ring
    | succ k =>
      have i1 := ih k v (by omega)
      have i2 := ih (k + 2) (v + 1) (by omega)
      rw [multiplets, Nat.cast_add, i1, i2, p1, p2]
      push_cast
      ring
```

## The product form

Set N = 2n, k = 2j and u = n + j. For j ≤ n, neighbouring binomials satisfy

(n+j+1) C(2n, n+j+1) = (n−j) C(2n, n+j).

Multiplying the difference formula by n + j + 1 therefore gives

(n+j+1) m(2n, 2j) = [(n+j+1) − (n−j)] C(2n, n+j) = (2j+1) C(2n, n+j).

For j > n both sides vanish. The code treats these two cases separately, and `r` is the relation between neighbours.

```lean
/-- The number of multiplets of integer spin `j` among `2n` spins 1/2 is
`(2j+1)/(n+j+1)` times `binom(2n,n+j)`, written here without division. -/
theorem multiplets_mul (n j : ℕ) :
    (n + j + 1) * multiplets (2 * n) (2 * j) = (2 * j + 1) * (2 * n).choose (n + j) := by
  have h := multiplets_eq (2 * n) (2 * j) (n + j) (by ring)
  have r := Nat.choose_succ_right_eq (2 * n) (n + j)
  rcases le_or_gt j n with hj | hj
  · have t : 2 * n - (n + j) = n - j := by omega
    rw [t] at r
    zify [hj] at r ⊢
    rw [h]
    linear_combination -r
  · have h1 : (2 * n).choose (n + j) = 0 := Nat.choose_eq_zero_of_lt (by omega)
    have h1' : (2 * n).choose (n + j + 1) = 0 := Nat.choose_eq_zero_of_lt (by omega)
    have h2 : multiplets (2 * n) (2 * j) = 0 := by
      rw [h1, h1'] at h
      simpa using h
    rw [h1, h2, mul_zero, mul_zero]
```

## Corrections that vanish for large n

Two correction factors below have the form 1 − c/(n+d) with c and d fixed. They tend to 1 because c/(n+d) → 0. In the Lean statements, `Tendsto … atTop (𝓝 L)` is the ordinary limit L as n → ∞.

```lean
/-- For fixed real numbers `c` and `d`, the quotient `c/(n + d)` tends to zero as the natural number
`n` tends to infinity. -/
lemma tendsto_const_div (c d : ℝ) :
    Tendsto (fun n : ℕ => c / ((n : ℝ) + d)) atTop (𝓝 0) :=
  tendsto_const_nhds.div_atTop
    (tendsto_atTop_add_const_right _ _ tendsto_natCast_atTop_atTop)
```

## Stirling's formula for the central binomial

Let a(n) = n! / [√(2n) (n/e)^n]. Stirling's formula says a(n) → √π. For n > 0,

a(2n) = (2n)! / [2√n · 4^n · (n/e)^(2n)],

a(n)² = (n!)² / [2n · (n/e)^(2n)],

and dividing the first by the second gives

a(2n)/a(n)² = √n C(2n, n)/4^n.

The left side tends to √π/π = 1/√π.

Mathlib supplies the limit of a(n), called `Stirling.stirlingSeq`. The limit of the quotient is `h3`, and the remaining lines verify the identity for n > 0. That is enough, since `congr'` needs agreement only from some n onward.

```lean
/-- The fraction of states of `2n` spins 1/2 with equally many spins up and down,
multiplied by `√n`, tends to `1/√π`. -/
theorem central_asymptotic :
    Tendsto (fun n : ℕ => √(n : ℝ) * ((2 * n).choose n : ℝ) / 4 ^ n) atTop
      (𝓝 (1 / √π)) := by
  have h := Stirling.tendsto_stirlingSeq_sqrt_pi
  have h2 : Tendsto (fun n : ℕ => 2 * n) atTop atTop :=
    tendsto_atTop_mono (fun n => (by omega : n ≤ 2 * n)) tendsto_id
  -- Stirling's formula for (2n)! divided by its square for n!
  have h3 := (h.comp h2).div (h.pow 2) (by positivity)
  have e : √π / √π ^ 2 = 1 / √π := by field_simp
  rw [e] at h3
  refine h3.congr' ?_
  filter_upwards [eventually_gt_atTop 0] with n hn
  show Stirling.stirlingSeq (2 * n) / Stirling.stirlingSeq n ^ 2 = _
  have hn' : (0 : ℝ) < n := by exact_mod_cast hn
  have hc : ((2 * n).factorial : ℝ)
      = (2 * n).choose n * n.factorial * n.factorial := by
    have f := Nat.choose_mul_factorial_mul_factorial (show n ≤ 2 * n by omega)
    rw [show 2 * n - n = n by omega] at f
    exact_mod_cast f.symm
  have hs : √(2 * ((2 * n : ℕ) : ℝ)) = 2 * √(n : ℝ) := by
    push_cast
    rw [show 2 * (2 * (n : ℝ)) = 2 ^ 2 * n by ring, Real.sqrt_mul (by positivity),
      Real.sqrt_sq (by norm_num)]
  have hs2 : √(2 * (n : ℝ)) ^ 2 = 2 * √(n : ℝ) ^ 2 := by
    rw [Real.sq_sqrt (by positivity), Real.sq_sqrt hn'.le]
  have hp : (((2 * n : ℕ) : ℝ) / Real.exp 1) ^ (2 * n)
      = 4 ^ n * (((n : ℝ) / Real.exp 1) ^ n) ^ 2 := by
    push_cast
    rw [mul_div_assoc, mul_pow, pow_mul (2 : ℝ) 2 n, mul_comm 2 n, pow_mul]
    norm_num
  have hA : 0 < ((n : ℝ) / Real.exp 1) ^ n := by positivity
  have hF : (n.factorial : ℝ) ≠ 0 := by positivity
  have hr : 0 < √(n : ℝ) := Real.sqrt_pos.mpr hn'
  simp only [Stirling.stirlingSeq]
  rw [hs, hp, hc]
  generalize ((n : ℝ) / Real.exp 1) ^ n = A at hA ⊢
  rw [div_pow, mul_pow, hs2]
  field_simp
```

## Moving away from the centre

For n ≥ j the relation between neighbours reads

C(2n, n+j+1) = C(2n, n+j) · (n−j)/(n+j+1) = C(2n, n+j) · [1 − (2j+1)/(n+j+1)].

The bracket tends to 1, so each step from j to j + 1 preserves the limit. By induction √n C(2n, n+j)/4^n → 1/√π for every fixed j.

```lean
/-- For fixed `j`, the fraction of states of `2n` spins 1/2 with `n + j` spins up,
multiplied by `√n`, tends to `1/√π`. -/
theorem choose_asymptotic (j : ℕ) :
    Tendsto (fun n : ℕ => √(n : ℝ) * ((2 * n).choose (n + j) : ℝ) / 4 ^ n) atTop
      (𝓝 (1 / √π)) := by
  induction j with
  | zero => exact central_asymptotic
  | succ j ih =>
    have q := ih.mul ((tendsto_const_nhds (x := (1 : ℝ))).sub
      (tendsto_const_div (2 * j + 1) (j + 1)))
    rw [sub_zero, mul_one] at q
    refine q.congr' ?_
    filter_upwards [eventually_ge_atTop j] with n hn
    have hd : (n : ℝ) + j + 1 ≠ 0 := by positivity
    have r := Nat.choose_succ_right_eq (2 * n) (n + j)
    rw [show 2 * n - (n + j) = n - j by omega] at r
    have hC : ((2 * n).choose (n + j + 1) : ℝ)
        = (2 * n).choose (n + j) * ((n : ℝ) - j) / (n + j + 1) := by
      rw [eq_div_iff hd, ← Nat.cast_sub hn]
      exact_mod_cast r
    have e : 1 - (2 * (j : ℝ) + 1) / (n + (j + 1)) = ((n : ℝ) - j) / (n + j + 1) := by
      rw [← add_assoc, eq_div_iff hd, sub_mul, div_mul_cancel₀ _ hd]
      ring
    rw [e, show n + (j + 1) = n + j + 1 from rfl, hC]
    ring
```

## The limit for fixed spin

Since n^(3/2) = n√n, the product form gives, for n > 0,

n^(3/2) m(2n, 2j)/4^n = (2j+1) · [1 − (j+1)/(n+j+1)] · √n C(2n, n+j)/4^n → (2j+1)/√π.

In the code `hm'` is the product form solved for the multiplet number, `e` rewrites the bracket as n/(n+j+1), and `rp` splits the power of n.

This counts multiplets, each of which holds 2j + 1 states. The spin j is held fixed while n grows. For j = n there is one multiplet, and the left side tends to zero while (2n+1)/√π diverges.

```lean
/-- For fixed integer spin `j`, the number of spin-`j` multiplets among `2n` spins 1/2,
divided by the number `4^n` of states and multiplied by `n^(3/2)`, tends to `(2j+1)/√π`. -/
theorem multiplets_asymptotic (j : ℕ) :
    Tendsto (fun n : ℕ => (n : ℝ) ^ (3 / 2 : ℝ) * (multiplets (2 * n) (2 * j) : ℝ) / 4 ^ n)
      atTop (𝓝 ((2 * j + 1) / √π)) := by
  have q := (choose_asymptotic j).mul (((tendsto_const_nhds (x := (1 : ℝ))).sub
    (tendsto_const_div (j + 1) (j + 1))).const_mul (2 * (j : ℝ) + 1))
  rw [sub_zero, mul_one, show 1 / √π * (2 * (j : ℝ) + 1) = (2 * j + 1) / √π by ring] at q
  refine q.congr' ?_
  filter_upwards [eventually_gt_atTop 0] with n hn
  have hn' : (0 : ℝ) < n := by exact_mod_cast hn
  have hd : (n : ℝ) + j + 1 ≠ 0 := by positivity
  have hm : ((n : ℝ) + j + 1) * multiplets (2 * n) (2 * j)
      = (2 * j + 1) * (2 * n).choose (n + j) := by exact_mod_cast multiplets_mul n j
  have hm' : (multiplets (2 * n) (2 * j) : ℝ)
      = (2 * j + 1) * (2 * n).choose (n + j) / (n + j + 1) := by
    rw [eq_div_iff hd, ← hm]
    ring
  have e : 1 - ((j : ℝ) + 1) / (n + (j + 1)) = (n : ℝ) / (n + j + 1) := by
    rw [← add_assoc, eq_div_iff hd, sub_mul, div_mul_cancel₀ _ hd]
    ring
  -- n^(3/2) is n times the square root of n
  have rp : (n : ℝ) ^ (3 / 2 : ℝ) = n * √(n : ℝ) := by
    rw [show (3 / 2 : ℝ) = 1 + 1 / 2 by norm_num, Real.rpow_add hn', Real.rpow_one,
      ← Real.sqrt_eq_rpow]
  rw [e, hm', rp]
  ring
```

## The singlets

For j = 0 the difference formula gives the number of singlets,

s(n) = m(2n, 0) = C(2n, n) − C(2n, n+1),

and the limit becomes n^(3/2) s(n)/4^n → 1/√π. A singlet is a single state, so s(n)/4^n is a true fraction of all states. For two spins it is 1/4, and for four spins 2/16.

In exact diagonalisation of a rotationally invariant model of 2n spins 1/2, restriction to singlets thus shrinks the full space of 4^n states by a factor of order n^(3/2), and the number of singlets still grows almost as 4^n. Compared with the C(2n, n) states of total magnetic quantum number zero, the saving is a factor n + 1, by the product form with j = 0. The same number counts the singlet spin functions of 2n electrons in 2n singly occupied orbitals, with the orbital occupation held fixed.

```lean
/-- The number of singlets `binom(2n,n) - binom(2n,n+1)` of `2n` spins 1/2, divided by
`4^n` and multiplied by `n^(3/2)`, tends to `1/√π`. -/
theorem singlets_asymptotic :
    Tendsto (fun n : ℕ => (n : ℝ) ^ (3 / 2 : ℝ) *
      (((2 * n).choose n : ℝ) - (2 * n).choose (n + 1)) / 4 ^ n) atTop (𝓝 (1 / √π)) := by
  have h := multiplets_asymptotic 0
  simp only [Nat.cast_zero, mul_zero, zero_add] at h
  refine h.congr fun n => ?_
  have z := congrArg (Int.cast : ℤ → ℝ) (multiplets_eq (2 * n) 0 n (by ring))
  push_cast at z
  rw [z]


end SpinHalfSinglets
```

```lean
#print axioms SpinHalfSinglets.singlets_asymptotic
```

```
'SpinHalfSinglets.singlets_asymptotic' depends on axioms: [propext, Classical.choice, Quot.sound]
```
